# Second derivative of a generalised eigenvalue with a moving overlap matrix

## A fixed-overlap formula gives false curvature

In a basis that moves with a parameter t, such as atom-centred functions during a nuclear displacement, the Hamiltonian matrix H(t) and the overlap matrix S(t) both change. An energy e(t) and its coefficient vector c(t) solve H c = e S c with c†S c = 1, where † is the conjugate transpose. Primes denote derivatives in t. For constant S the curvature of the energy is

    e″ = c†H″c + 2 c†(H′ − e′S)c′.

Carried over to a moving basis, this formula fails already for one function. Take a normalised eigenfunction of a fixed Hamiltonian with energy ε ≠ 0 and rescale it so that S = 1 + t² and H = ε(1 + t²). The energy is ε for all t. At t = 0 one has c = 1, c′ = 0 and H″ = 2ε, so the formula returns 2ε instead of 0. The missing term is −e c†S″c = −2ε. The full expression gives the curvature of one eigenvalue along one parameter in a finite basis, for example the curvature of a band along one wave-vector component in a non-interacting, non-orthogonal tight-binding model.

## The curvature formula and its hypotheses

Let H and S be Hermitian, e real and c a complex vector. Near a point t all four are assumed differentiable, with H c = e S c and c†S c = 1, and H′, S′ are assumed differentiable at t. Define

    A = H − eS,
    A′ = H′ − e′S − eS′,
    K = H″ − 2e′S′ − eS″.

Then e′ is differentiable at t, and

    e″ = c†K c + 2 c†A′c′ = c†K c − 2 c′†A c′.

The first term needs only c; the second contains the response c′. No second derivative of c appears. If Re x†A x ≥ 0 for every vector x, then e″ ≤ Re c†K c.

The differentiability of e and c is a hypothesis. It stands for following one smooth state along the path, and at a degeneracy it requires a choice of c that passes smoothly through the crossing. The sign condition on A has a physical reading when S is positive definite: e is then the lowest eigenvalue, and relaxation of the vector lowers the curvature or leaves it unchanged.

## From the eigenvalue equation to e″

A is Hermitian because H and S are and e is real, and the eigenvalue equation reads A c = 0. Both facts hold on a neighbourhood of t, so they can be differentiated. The derivative A′ is Hermitian, and

    A′c + A c′ = 0.

Multiply from the left by c†. Since c†A c′ = (A c)†c′ = 0, what remains is c†A′c = 0. Expanding A′ and using c†S c = 1 gives the slope

    e′ = c†W c,   W = H′ − eS′.

Next, A′c = −A c′ gives c′†A′c = −c′†A c′ directly. Hermiticity of A′ and A gives c†A′c′ = (A′c)†c′ = −(A c′)†c′ = −c′†A c′. The two mixed elements are therefore equal:

    c†A′c′ = c′†A′c = −c′†A c′.

The slope formula holds at all points near t, and its right side is differentiable at t. With W′ = H″ − e′S′ − eS″ the product rule gives

    e″ = c′†W c + c†W′c + c†W c′.

Substituting W = A′ + e′S,

    e″ = c†W′c + c′†A′c + c†A′c′ + e′(c′†S c + c†S c′).

Differentiating the normalisation gives

    c′†S c + c†S′c + c†S c′ = 0,

so the last bracket equals −c†S′c. It supplies the second −e′S′ that turns W′ into K, and the equal mixed elements add to 2 c†A′c′. Replacing c†A′c′ by −c′†A c′ gives the second form, and its real part gives the bound. A change of phase of c along the path, starting from the same vector at t, adds a multiple of c to c′, which A annihilates, so the response term does not depend on it.

## A two-level model at t = 0 and t = 1

Matrices are written by rows. Take

    H = [3t², −2t; −2t, 2],   S = [1 + t², −t; −t, 1],   e = t²,   c = (1, t).

Then S c = (1, 0) and H c = (t², 0), so H c = e S c and c†S c = 1. Also c′ = (0, 1), H″ = [6, 0; 0, 0], S″ = [2, 0; 0, 0], and e″ = 2 is known in advance.

At t = 0, e = e′ = 0 and c = (1, 0). So K = H″ and A′ = H′ = [0, −2; −2, 0], which gives

    e″ = 6 + 2(−2) = 2.

At t = 1 the overlap derivatives enter: e = 1, e′ = 2, c = (1, 1), H′ = [6, −2; −2, 0], S = [2, −1; −1, 1] and S′ = [2, −1; −1, 0]. Hence

    K = [−4, 4; 4, 0],   A′ = [0, 1; 1, −2],   A = [1, −1; −1, 1],
    c†K c = 4,   c†A′c′ = −1,   c′†A c′ = 1,   e″ = 4 − 2 = 2.

A is positive semidefinite at both points, and the bound reads 2 ≤ 6 and 2 ≤ 4. In this model the overlap contributions to the two terms, −2 and +2 at t = 1, cancel in the sum, unlike in the one-function example. That example, the numbers here other than those in `demo_witness`, and the remarks on the phase and on the lowest eigenvalue are ordinary algebra and not theorems in the code below.

## The Lean objects and what they stand for

The finite type `n` labels the basis functions, vectors are `n → ℂ`, and t is one real parameter. `braket x A y` is x†A y, antilinear in x; the comments in the code write † as `^H`. `HasMatDerivAt` is differentiation entry by entry. A `Branch` holds H, S, e, c together with `dH`, `dS`, `de`, `dc`, and e, e′ are real by their types. `Branch.ValidAt` collects the conditions at one point: Hermiticity, the eigenvalue equation, normalisation in the metric S, and the statement that the four primed functions are the derivatives. The hypothesis `∀ᶠ s in 𝓝 t, b.ValidAt s` says that they hold throughout some neighbourhood of t. `Branch.A`, `Branch.dA` and `Branch.skeleton` are A, A′ and K.

`second_derivative` concludes `HasDerivAt` for e′ regarded as a complex-valued function, so differentiability of e′ is derived and not assumed. `second_derivative_quadratic` takes a real `e''` with the hypothesis `he` that it is the derivative of e′, and states the second form and the bound.

Neither theorem needs S to be invertible or positive definite, or e to be non-degenerate. The existence of the differentiable branch is not proved, and c′ is an input: the response equation is derived but not solved. The basis is finite, mixed derivatives in two parameters are not treated, and the result concerns one eigenvalue of a given H(t), not a self-consistent total energy.

```lean
import Mathlib

open Matrix Filter Topology

namespace MovingOverlapCurvature

noncomputable section

variable {n : Type*} [Fintype n]

/-- The matrix element `x^H A y`. -/
def braket (x : n → ℂ) (A : Matrix n n ℂ) (y : n → ℂ) : ℂ := star x ⬝ᵥ A *ᵥ y

/-- The matrix function `A` has entrywise derivative `A'` at `t`. -/
def HasMatDerivAt (A : ℝ → Matrix n n ℂ) (A' : Matrix n n ℂ) (t : ℝ) : Prop :=
  ∀ i j, HasDerivAt (fun s => A s i j) (A' i j) t

/-- Hamiltonian, overlap, energy and coefficient vector along a path, with first derivatives. -/
structure Branch (n : Type*) where
  (H dH S dS : ℝ → Matrix n n ℂ)
  (e de : ℝ → ℝ)
  (c dc : ℝ → n → ℂ)

/-- At `t`: `H`, `S` are Hermitian, `H c = e S c`, `c^H S c = 1`, and `dH, dS, de, dc` are the
derivatives of `H, S, e, c`. -/
structure Branch.ValidAt (b : Branch n) (t : ℝ) : Prop where
  hermH : (b.H t).IsHermitian
  hermS : (b.S t).IsHermitian
  eigen : b.H t *ᵥ b.c t = (b.e t : ℂ) • (b.S t *ᵥ b.c t)
  normalised : braket (b.c t) (b.S t) (b.c t) = 1
  derH : HasMatDerivAt b.H (b.dH t) t
  derS : HasMatDerivAt b.S (b.dS t) t
  dere : HasDerivAt b.e (b.de t) t
  derc : HasDerivAt b.c (b.dc t) t

/-- The pencil `H - e S`. -/
def Branch.A (b : Branch n) (t : ℝ) : Matrix n n ℂ := b.H t - (b.e t : ℂ) • b.S t

/-- The matrix `H' - e' S - e S'`. -/
def Branch.dA (b : Branch n) (t : ℝ) : Matrix n n ℂ :=
  b.dH t - (b.de t : ℂ) • b.S t - (b.e t : ℂ) • b.dS t

/-- The matrix `H'' - 2 e' S' - e S''`. -/
def Branch.skeleton (b : Branch n) (H'' S'' : Matrix n n ℂ) (t : ℝ) : Matrix n n ℂ :=
  H'' - (2 * (b.de t : ℂ)) • b.dS t - (b.e t : ℂ) • S''

/-- Product rule `(A y)' = A' y + A y'`. -/
theorem hasDerivAt_mulVec {A : ℝ → Matrix n n ℂ} {A' : Matrix n n ℂ} {y : ℝ → n → ℂ}
    {y' : n → ℂ} {t : ℝ} (hA : HasMatDerivAt A A' t) (hy : HasDerivAt y y' t) :
    HasDerivAt (fun s => A s *ᵥ y s) (A' *ᵥ y t + A t *ᵥ y') t := by
  refine hasDerivAt_pi.2 fun i => ?_
  have key : HasDerivAt (fun s => ∑ j, A s i j * y s j)
      (∑ j, (A' i j * y t j + A t i j * y' j)) t :=
    HasDerivAt.fun_sum fun j _ => (hA i j).fun_mul (hasDerivAt_pi.1 hy j)
  refine HasDerivAt.congr_deriv key ?_
  simp [mulVec, dotProduct, Finset.sum_add_distrib]

/-- Product rule `(c^H A c)' = c'^H A c + c^H A' c + c^H A c'`. -/
theorem hasDerivAt_braket {A : ℝ → Matrix n n ℂ} {A' : Matrix n n ℂ} {c : ℝ → n → ℂ}
    {c' : n → ℂ} {t : ℝ} (hA : HasMatDerivAt A A' t) (hc : HasDerivAt c c' t) :
    HasDerivAt (fun s => braket (c s) (A s) (c s))
      (braket c' (A t) (c t) + braket (c t) A' (c t) + braket (c t) (A t) c') t := by
  have key : HasDerivAt (fun s => ∑ i, star (c s i) * (A s *ᵥ c s) i)
      (∑ i, (star (c' i) * (A t *ᵥ c t) i + star (c t i) * (A' *ᵥ c t + A t *ᵥ c') i)) t :=
    HasDerivAt.fun_sum fun i _ =>
      (hasDerivAt_pi.1 hc i).star.fun_mul (hasDerivAt_pi.1 (hasDerivAt_mulVec hA hc) i)
  refine HasDerivAt.congr_deriv key ?_
  simp only [braket, dotProduct, Pi.add_apply, Pi.star_apply, mul_add, Finset.sum_add_distrib,
    add_assoc]

/-- A Hermitian matrix may act on the bra: `(A x)^H y = x^H A y`. -/
theorem braket_hermitian {A : Matrix n n ℂ} (hA : A.IsHermitian) (x y : n → ℂ) :
    star (A *ᵥ x) ⬝ᵥ y = braket x A y := by
  rw [braket, star_mulVec, hA.eq, dotProduct_mulVec]

/-- The pencil `H - e S` is Hermitian and annihilates `c`. -/
theorem pencil {b : Branch n} {t : ℝ} (h : b.ValidAt t) :
    (b.A t).IsHermitian ∧ b.A t *ᵥ b.c t = 0 := by
  constructor
  · simp [Branch.A, IsHermitian, conjTranspose_sub, conjTranspose_smul, h.hermH.eq, h.hermS.eq]
  · rw [Branch.A, sub_mulVec, Matrix.smul_mulVec, h.eigen, sub_self]

/-- `H' - e' S - e S'` is Hermitian and `(H' - e' S - e S') c + (H - e S) c' = 0`. -/
theorem response_equation {b : Branch n} {t : ℝ} (h : ∀ᶠ s in 𝓝 t, b.ValidAt s) :
    (b.dA t).IsHermitian ∧ b.dA t *ᵥ b.c t + b.A t *ᵥ b.dc t = 0 := by
  have h0 := h.self_of_nhds
  have hd : HasMatDerivAt b.A (b.dA t) t := fun i j => by
    refine HasDerivAt.congr_deriv
      ((h0.derH i j).fun_sub (h0.dere.ofReal_comp.fun_mul (h0.derS i j))) ?_
    simp only [Branch.dA, Matrix.sub_apply, Matrix.smul_apply, smul_eq_mul]
    ring
  constructor
  · -- differentiate conj A_ji = A_ij
    refine IsHermitian.ext fun i j => (hd j i).star.unique ((hd i j).congr_of_eventuallyEq ?_)
    exact h.mono fun s hs => (pencil hs).1.apply i j
  · -- differentiate A c = 0
    refine (hasDerivAt_mulVec hd h0.derc).unique
      ((hasDerivAt_const t (0 : n → ℂ)).congr_of_eventuallyEq ?_)
    exact h.mono fun s hs => (pencil hs).2

/-- The slope of the eigenvalue is `e' = c^H (H' - e S') c`. -/
theorem first_derivative {b : Branch n} {t : ℝ} (h : ∀ᶠ s in 𝓝 t, b.ValidAt s) :
    (b.de t : ℂ) = braket (b.c t) (b.dH t - (b.e t : ℂ) • b.dS t) (b.c t) := by
  have h0 := h.self_of_nhds
  have h1 : braket (b.c t) (b.A t) (b.dc t) = 0 := by
    rw [← braket_hermitian (pencil h0).1, (pencil h0).2]
    simp
  have h2 : braket (b.c t) (b.dA t) (b.c t) + braket (b.c t) (b.A t) (b.dc t) = 0 := by
    unfold braket
    rw [← dotProduct_add, (response_equation h).2, dotProduct_zero]
  rw [h1, add_zero] at h2
  have hn := h0.normalised
  simp only [braket, Branch.dA, sub_mulVec, Matrix.smul_mulVec, dotProduct_sub, dotProduct_smul,
    smul_eq_mul] at h2 hn ⊢
  linear_combination -h2 - (b.de t : ℂ) * hn

/-- Both mixed elements of `H' - e' S - e S'` between `c` and `c'` equal `-c'^H (H - e S) c'`. -/
theorem response_term {b : Branch n} {t : ℝ} (h : ∀ᶠ s in 𝓝 t, b.ValidAt s) :
    braket (b.c t) (b.dA t) (b.dc t) = -braket (b.dc t) (b.A t) (b.dc t) ∧
    braket (b.dc t) (b.dA t) (b.c t) = -braket (b.dc t) (b.A t) (b.dc t) := by
  obtain ⟨hH, hr⟩ := response_equation h
  have r : b.dA t *ᵥ b.c t = -(b.A t *ᵥ b.dc t) := eq_neg_of_add_eq_zero_left hr
  constructor
  · rw [← braket_hermitian hH, r, star_neg, neg_dotProduct,
      braket_hermitian (pencil h.self_of_nhds).1]
  · unfold braket
    rw [r, dotProduct_neg]

/-- If `H'` and `S'` have derivatives `H''`, `S''` at `t`, then `e'` is differentiable at `t` with
`e'' = c^H (H'' - 2 e' S' - e S'') c + 2 c^H (H' - e' S - e S') c'`. -/
theorem second_derivative {b : Branch n} {t : ℝ} {H'' S'' : Matrix n n ℂ}
    (h : ∀ᶠ s in 𝓝 t, b.ValidAt s)
    (hH : HasMatDerivAt b.dH H'' t) (hS : HasMatDerivAt b.dS S'' t) :
    HasDerivAt (fun s => (b.de s : ℂ))
      (braket (b.c t) (b.skeleton H'' S'' t) (b.c t)
        + 2 * braket (b.c t) (b.dA t) (b.dc t)) t := by
  have h0 := h.self_of_nhds
  have hW : HasMatDerivAt (fun s => b.dH s - (b.e s : ℂ) • b.dS s)
      (H'' - ((b.de t : ℂ) • b.dS t + (b.e t : ℂ) • S'')) t := fun i j =>
    (hH i j).fun_sub (h0.dere.ofReal_comp.fun_mul (hS i j))
  -- derivative of the normalisation c^H S c = 1
  have hN := (hasDerivAt_braket h0.derS h0.derc).unique
    ((hasDerivAt_const t (1 : ℂ)).congr_of_eventuallyEq (h.mono fun s hs => hs.normalised))
  have hsym := (response_term h).2.trans (response_term h).1.symm
  -- differentiate e' = c^H (H' - e S') c, valid near t
  refine HasDerivAt.congr_deriv ((hasDerivAt_braket hW h0.derc).congr_of_eventuallyEq
    (h.eventually_nhds.mono fun s hs => first_derivative hs)) ?_
  simp only [braket, Branch.dA, Branch.skeleton, sub_mulVec, add_mulVec, Matrix.smul_mulVec,
    dotProduct_sub, dotProduct_add, dotProduct_smul, smul_eq_mul] at hN hsym ⊢
  linear_combination hsym + (b.de t : ℂ) * hN

/-- `e'' = c^H (H'' - 2 e' S' - e S'') c - 2 c'^H (H - e S) c'`, and if `H - e S` is positive
semidefinite then `e'' ≤ Re c^H (H'' - 2 e' S' - e S'') c`. -/
theorem second_derivative_quadratic {b : Branch n} {t e'' : ℝ} {H'' S'' : Matrix n n ℂ}
    (h : ∀ᶠ s in 𝓝 t, b.ValidAt s)
    (hH : HasMatDerivAt b.dH H'' t) (hS : HasMatDerivAt b.dS S'' t)
    (he : HasDerivAt b.de e'' t) :
    (e'' : ℂ) = braket (b.c t) (b.skeleton H'' S'' t) (b.c t)
        - 2 * braket (b.dc t) (b.A t) (b.dc t) ∧
    ((∀ x, 0 ≤ (braket x (b.A t) x).re) →
      e'' ≤ (braket (b.c t) (b.skeleton H'' S'' t) (b.c t)).re) := by
  have h1 : (e'' : ℂ) = braket (b.c t) (b.skeleton H'' S'' t) (b.c t)
      - 2 * braket (b.dc t) (b.A t) (b.dc t) := by
    rw [he.ofReal_comp.unique (second_derivative h hH hS), (response_term h).1]
    ring
  refine ⟨h1, fun hp => ?_⟩
  have h2 := congrArg Complex.re h1
  simp only [Complex.ofReal_re, Complex.sub_re, Complex.mul_re, Complex.re_ofNat,
    Complex.im_ofNat] at h2
  linarith [hp (b.dc t)]

/-- A two-level branch with moving overlap, `e = t²` and `c = (1, t)`. -/
def demo : Branch (Fin 2) where
  H t := !![3 * (t : ℂ) ^ 2, -2 * t; -2 * t, 2]
  dH t := !![6 * (t : ℂ), -2; -2, 0]
  S t := !![1 + (t : ℂ) ^ 2, -t; -t, 1]
  dS t := !![2 * (t : ℂ), -1; -1, 0]
  e t := t ^ 2
  de t := 2 * t
  c t := ![1, (t : ℂ)]
  dc _ := ![0, 1]

/-- The branch `demo` is valid at every `t`; at `t = 0` its `H'` and `S'` have derivatives `!![6, 0;
0, 0]` and `!![2, 0; 0, 0]`, and `c^H (H' - e' S - e S') c' = -2`. -/
theorem demo_witness : (∀ t, demo.ValidAt t) ∧ HasMatDerivAt demo.dH !![6, 0; 0, 0] 0 ∧
    HasMatDerivAt demo.dS !![2, 0; 0, 0] 0 ∧
    braket (demo.c 0) (demo.dA 0) (demo.dc 0) = -2 := by
  have h1 : ∀ t : ℝ, HasDerivAt (fun y : ℝ => (y : ℂ)) 1 t := fun t =>
    HasDerivAt.congr_deriv (hasDerivAt_id' t).ofReal_comp Complex.ofReal_one
  have hm : ∀ (A : ℝ → Matrix (Fin 2) (Fin 2) ℂ) (A' P Q R : Matrix (Fin 2) (Fin 2) ℂ) (t : ℝ),
      (∀ (s : ℝ) i j, A s i j = P i j + Q i j * s + R i j * (s : ℂ) ^ 2 ∧
        A' i j = Q i j + R i j * (2 * t)) → HasMatDerivAt A A' t := by
    intro A A' P Q R t h i j
    rw [funext fun s => (h s i j).1, (h 0 i j).2]
    exact HasDerivAt.congr_deriv
      ((((h1 t).const_mul _).const_add _).fun_add (((h1 t).fun_pow 2).const_mul _)) (by simp)
  refine ⟨fun t => ⟨IsHermitian.ext fun i j => ?_, IsHermitian.ext fun i j => ?_, ?_, ?_,
    hm _ _ !![0, 0; 0, 2] !![0, -2; -2, 0] !![3, 0; 0, 0] t fun s i j => ?_,
    hm _ _ !![1, 0; 0, 1] !![0, -1; -1, 0] !![1, 0; 0, 0] t fun s i j => ?_, ?_,
    hasDerivAt_pi.2 fun i => ?_⟩,
    hm _ _ !![0, -2; -2, 0] !![6, 0; 0, 0] 0 0 fun s i j => ?_,
    hm _ _ !![0, -1; -1, 0] !![2, 0; 0, 0] 0 0 fun s i j => ?_, ?_⟩
  · fin_cases i <;> fin_cases j <;> simp [demo]
  · fin_cases i <;> fin_cases j <;> simp [demo]
  · ext i
    fin_cases i <;> simp [demo, mulVec, dotProduct, Fin.sum_univ_two]
    ring
  · simp [demo, braket, mulVec, dotProduct, Fin.sum_univ_two]
    ring
  · fin_cases i <;> fin_cases j <;> simp [demo]
    ring
  · fin_cases i <;> fin_cases j <;> simp [demo]
  · show HasDerivAt (fun s : ℝ => s ^ 2) (2 * t) t
    simpa using hasDerivAt_pow 2 t
  · fin_cases i
    · exact hasDerivAt_const t (1 : ℂ)
    · exact h1 t
  · fin_cases i <;> fin_cases j <;> simp [demo]
  · fin_cases i <;> fin_cases j <;> simp [demo]
  · simp [demo, braket, Branch.dA, mulVec, dotProduct, Fin.sum_univ_two]

end

end MovingOverlapCurvature
```

```lean
#print axioms MovingOverlapCurvature.second_derivative
-- 'MovingOverlapCurvature.second_derivative' depends on axioms: [propext, Classical.choice, Quot.sound]
#print axioms MovingOverlapCurvature.second_derivative_quadratic
-- 'MovingOverlapCurvature.second_derivative_quadratic' depends on axioms: [propext, Classical.choice, Quot.sound]
```

## Product rules, the pencil and the response equation

`hasDerivAt_mulVec` and `hasDerivAt_braket` write A y and c†A c as finite sums and differentiate term by term; `.star` passes the derivative through complex conjugation. `braket_hermitian` is (A x)†y = x†A y, and `pencil` states that A is Hermitian with A c = 0.

`response_equation` first shows in `hd` that A′ is the derivative of A. Both conclusions then use one device: two functions that agree near t have the same derivative there, expressed by `congr_of_eventuallyEq` followed by `unique`. It is applied once to the conjugate of the (j, i) entry of A against the (i, j) entry, and once to A c against the constant zero.

## Slope, mixed elements and curvature

In `first_derivative`, `h1` is c†A c′ = 0 and `h2` is the response equation projected on c. After expansion, `linear_combination` replaces e′ c†S c by e′ using the normalisation `hn`. `response_term` inserts `r`, which is A′c = −A c′, into each mixed element as above.

In `second_derivative`, `hW` is the derivative W′, `hN` the differentiated normalisation and `hsym` the equality c′†A′c = c†A′c′. The term `h.eventually_nhds` says that validity near t implies validity near every nearby point, so the slope formula holds as an identity of functions around t. The closing `linear_combination hsym + (b.de t : ℂ) * hN` is the substitution W = A′ + e′S: the product-rule expression minus the claimed value is

    (c′†A′c − c†A′c′) + e′(c′†S c + c†S′c + c†S c′),

and both brackets vanish. `second_derivative_quadratic` identifies `e''` with this value by uniqueness of the derivative, rewrites the mixed element, takes real parts and applies the sign condition to x = c′.

## The two-level model in Lean

`demo` is the model above on `Fin 2`. `demo_witness` proves that it is valid at every t, that H″ and S″ at t = 0 are the matrices given, and that c†A′c′ = −2 there, so `second_derivative` applies at t = 0 to a case with moving overlap and nonzero response; at that point e = e′ = 0, so the terms containing S′ and S″ do not contribute to the value. The helper `hm` differentiates any matrix whose entries are polynomials of degree at most two in t, and the remaining goals are checked by direct calculation.
